# The Hirsch identity: decoupling a repulsive Hubbard interaction with Ising spins

In determinant quantum Monte Carlo for the Hubbard model with discretised imaginary time, the interaction contributes to each step of length \(\Delta\tau\) a factor \(e^{-u(P-1/2)(Q-1/2)}\) per site. Here \(P\) and \(Q\) are the spin-up and spin-down occupations, and \(u=\Delta\tau\,U\) is the dimensionless repulsion. The exponent contains the product \(PQ\), so electrons of opposite spin are coupled. Exponentials of one-body operators are much easier to handle, because the trace over fermions then reduces to a determinant. Can the interaction factor be written exactly as a sum of such exponentials, with one two-valued field per site?

For commuting idempotent \(P,Q\) and \(u\ge 0\) it can:

\[
e^{-u(P-\frac12)(Q-\frac12)}=\tfrac12 e^{-u/4}\sum_{s=\pm1}e^{ls(P-Q)},\qquad \cosh l=e^{u/2}.
\]

This identity is one common way to carry out the interaction step of determinant Monte Carlo. It is treated here for finite matrices and without hopping. Splitting the hopping from the interaction is a separate approximation.

## Occupations, interaction and field

Operators are complex matrices indexed by a finite type `d`. An occupation is any matrix with \(P^2=P\); Hermiticity is not needed.

```lean
import Mathlib

open NormedSpace (exp)

namespace HirschTransformation

noncomputable section

variable {d : Type*} [Fintype d] [DecidableEq d]
```

The interaction is taken in its particle-hole symmetric form, with `u` real.

```lean
/-- The particle-hole symmetric Hubbard interaction `u (P - 1/2) (Q - 1/2)` of one site with
spin-up occupation `P` and spin-down occupation `Q`. -/
def hubbardSite (u : ℝ) (P Q : Matrix d d ℂ) : Matrix d d ℂ :=
  (u : ℂ) • ((P - (1 / 2 : ℂ) • 1) * (Q - (1 / 2 : ℂ) • 1))
```

The operator \(D=P+Q-2PQ\) equals 1 on a singly occupied site and 0 on an empty or doubly occupied one.

```lean
/-- The operator `P + Q - 2 P Q`, which counts whether a site is singly occupied. -/
def singleOcc (P Q : Matrix d d ℂ) : Matrix d d ℂ := P + Q - (2 : ℂ) • (P * Q)
```

The field is a `Bool`, read as \(\pm1\).

```lean
/-- The two values `1` and `-1` of an auxiliary Ising spin. -/
def ising : Bool → ℂ
  | true => 1
  | false => -1
```

Part (g) shows that the following explicit coupling \(l\) works for \(u\ge0\).

```lean
/-- The coupling `log (e^(u/2) + √(e^u - 1))` between electrons and the auxiliary field. -/
def hirschCoupling (u : ℝ) : ℝ := Real.log (Real.exp (u / 2) + √(Real.exp u - 1))
```

Concrete occupations act on the configurations of \(L\) sites with two spin states each. `true` stands for spin up in the second label and for "filled" as the value of a configuration.

```lean
/-- The occupation of site `i` with spin `σ`, as a diagonal matrix on the configurations
of `L` sites with two spin states each. -/
def occupation {L : ℕ} (i : Fin L) (σ : Bool) :
    Matrix (Fin L × Bool → Bool) (Fin L × Bool → Bool) ℂ :=
  Matrix.diagonal fun c => if c (i, σ) = true then 1 else 0
```

## (a) The exponential of an idempotent

**Task.** For \(P^2=P\) and complex \(a\), compute \(e^{aP}\).

**Solution.** Since \(P^n=P\) for \(n\ge1\),

\[
e^{aP}=1+\sum_{n\ge1}\frac{a^n}{n!}P=1+(e^a-1)P.
\]

The proof groups the series as \((1-P)+e^aP\): the first part contributes only at \(n=0\), and `hterm` matches the two series term by term.

```lean
/-- The exponential of a multiple of an idempotent is linear in the idempotent. -/
theorem exp_smul_idempotent (a : ℂ) (P : Matrix d d ℂ) (hP : P * P = P) :
    exp (a • P) = 1 + (Complex.exp a - 1) • P := by
  have hz : HasSum (fun n : ℕ => a ^ n / (n.factorial : ℂ)) (Complex.exp a) := by
    rw [Complex.exp_eq_exp_ℂ]
    exact NormedSpace.expSeries_div_hasSum_exp a
  have h0 : HasSum (fun n : ℕ => if n = 0 then (1 - P) else 0) (1 - P) :=
    hasSum_ite_eq 0 (1 - P)
  have h := h0.add (hz.smul_const P)
  -- all powers beyond the zeroth equal `P`
  have hterm : ∀ n : ℕ, ((n.factorial : ℂ)⁻¹) • (a • P) ^ n
      = (if n = 0 then (1 - P) else 0) + (a ^ n / (n.factorial : ℂ)) • P := by
    intro n
    cases n with
    | zero => simp
    | succ k =>
      have hp : P ^ (k + 1) = P := by
        induction k with
        | zero => simp
        | succ k ih => rw [pow_succ, ih, hP]
      rw [smul_pow, hp, smul_smul, if_neg (Nat.succ_ne_zero k), zero_add, div_eq_inv_mul]
  rw [NormedSpace.exp_eq_tsum ℂ]
  refine (tsum_congr hterm).trans (h.tsum_eq.trans ?_)
  module
```

## (b) The interaction factor

**Task.** Express \(e^{-u(P-1/2)(Q-1/2)}\) through \(D\), for commuting idempotents and any real \(u\).

**Solution.** Expanding the product gives

\[
(P-\tfrac12)(Q-\tfrac12)=PQ-\tfrac12(P+Q)+\tfrac14=\tfrac14-\tfrac12D .
\]

Moreover \(D\) is idempotent:

\[
D^2=(P+Q+2PQ)-8PQ+4PQ=D.
\]

The constant commutes with \(D\), so the exponential factorises, and (a) gives

\[
e^{-u(P-\frac12)(Q-\frac12)}=e^{-u/4}\bigl[1+(e^{u/2}-1)D\bigr].
\]

In the code, `hD` is the idempotence and `hsplit` the rewritten exponent; `h1` to `h6` reduce the products of \(P\) and \(Q\).

```lean
/-- The Boltzmann factor of the interaction acts through the single-occupancy operator. -/
theorem exp_neg_hubbardSite (u : ℝ) (P Q : Matrix d d ℂ) (hP : P * P = P) (hQ : Q * Q = Q)
    (hc : Commute P Q) :
    exp (-hubbardSite u P Q) = Complex.exp (-(u : ℂ) / 4) •
      (1 + (Complex.exp ((u : ℂ) / 2) - 1) • singleOcc P Q) := by
  have h1 : Q * P = P * Q := hc.eq.symm
  have h2 : P * (P * Q) = P * Q := by rw [← mul_assoc, hP]
  have h3 : Q * (P * Q) = P * Q := by rw [← mul_assoc, h1, mul_assoc, hQ]
  have h4 : P * Q * P = P * Q := by rw [mul_assoc, h1, h2]
  have h5 : P * Q * Q = P * Q := by rw [mul_assoc, hQ]
  have h6 : P * Q * (P * Q) = P * Q := by rw [← mul_assoc, h4, h5]
  have hD : singleOcc P Q * singleOcc P Q = singleOcc P Q := by
    simp only [singleOcc, mul_add, add_mul, mul_sub, sub_mul, smul_mul_assoc,
      mul_smul_comm, hP, hQ, h1, h2, h3, h4, h5, h6]
    module
  have hsplit : -hubbardSite u P Q
      = (-(u : ℂ) / 4) • (1 : Matrix d d ℂ) + ((u : ℂ) / 2) • singleOcc P Q := by
    simp only [hubbardSite, singleOcc, mul_sub, sub_mul, smul_mul_assoc, mul_smul_comm,
      mul_one, one_mul]
    module
  have hone (z : ℂ) : (1 : Matrix d d ℂ) + (z - 1) • (1 : Matrix d d ℂ) = z • 1 := by module
  rw [hsplit, Matrix.exp_add_of_commute _ _ ((Commute.one_left _).smul_left _),
    exp_smul_idempotent _ _ (one_mul 1), exp_smul_idempotent _ _ hD, hone,
    smul_mul_assoc, one_mul]
```

## (c) The sum over the field

**Task.** Evaluate \(\sum_{s=\pm1}e^{ls(P-Q)}\) for real \(l\).

**Solution.** Because \(P\) and \(Q\) commute, (a) gives for any \(a\)

\[
e^{a(P-Q)}=\bigl[1+(e^a-1)P\bigr]\bigl[1+(e^{-a}-1)Q\bigr],
\]

where the coefficient of \(PQ\) is \((e^a-1)(e^{-a}-1)=2-e^a-e^{-a}\). Adding the cases \(a=l\) and \(a=-l\) yields

\[
2+2(\cosh l-1)(P+Q)-4(\cosh l-1)PQ=2\bigl[1+(\cosh l-1)D\bigr].
\]

The statement `key` is the formula for a single \(a\).

```lean
/-- The sum over the Ising spin of the one-body exponentials, in terms of the
single-occupancy operator. -/
theorem sum_exp_field (l : ℝ) (P Q : Matrix d d ℂ) (hP : P * P = P) (hQ : Q * Q = Q)
    (hc : Commute P Q) :
    ∑ s, exp (((l : ℂ) * ising s) • (P - Q))
      = (2 : ℂ) • (1 + (Complex.cosh l - 1) • singleOcc P Q) := by
  have key (a : ℂ) : exp (a • (P - Q)) = 1 + (Complex.exp a - 1) • P
      + (Complex.exp (-a) - 1) • Q + (2 - Complex.exp a - Complex.exp (-a)) • (P * Q) := by
    have hxy : Complex.exp a * Complex.exp (-a) = 1 := by
      rw [← Complex.exp_add, add_neg_cancel, Complex.exp_zero]
    have hk : 2 - Complex.exp a - Complex.exp (-a)
        = (Complex.exp a - 1) * (Complex.exp (-a) - 1) := by linear_combination -hxy
    have hs : a • (P - Q) = a • P + (-a) • Q := by module
    rw [hs, Matrix.exp_add_of_commute _ _ ((hc.smul_left a).smul_right (-a)),
      exp_smul_idempotent _ _ hP, exp_smul_idempotent _ _ hQ, hk]
    simp only [mul_add, add_mul, smul_mul_assoc, mul_smul_comm, mul_one, one_mul]
    module
  simp only [Fintype.sum_bool, ising, mul_one, mul_neg, key, neg_neg]
  rw [Complex.cosh, singleOcc]
  module
```

## (d) The condition on the coupling

**Task.** For \(P\ne Q\), show that the one-site identity holds exactly when \(\cosh l=e^{u/2}\).

**Solution.** By (b) and (c), the difference of the two sides is

\[
e^{-u/4}\,(e^{u/2}-\cosh l)\,D .
\]

It vanishes if \(\cosh l=e^{u/2}\). Conversely, if it vanishes and \(\cosh l\neq e^{u/2}\), then \(D=0\). But \(PD=P-PQ\) and \(DQ=Q-PQ\), so \(P=PQ=Q\), a contradiction.

The hypothesis `hne` serves only this converse. When \(P=Q\), \(D=P+P-2P=0\) and every \(l\) works.

```lean
/-- Hirsch identity for one site: for distinct commuting idempotent occupations, the Boltzmann
factor of the interaction equals `e^(-u/4)` times the Ising average of the exponentials of `± l (P -
Q)` exactly when `cosh l = e^(u/2)`. -/
theorem hirsch_identity_iff (u l : ℝ) (P Q : Matrix d d ℂ) (hP : P * P = P) (hQ : Q * Q = Q)
    (hc : Commute P Q) (hne : P ≠ Q) :
    exp (-hubbardSite u P Q) = (1 / 2 * Complex.exp (-(u : ℂ) / 4)) •
      ∑ s, exp (((l : ℂ) * ising s) • (P - Q)) ↔ Real.cosh l = Real.exp (u / 2) := by
  rw [exp_neg_hubbardSite u P Q hP hQ hc, sum_exp_field l P Q hP hQ hc]
  constructor
  · intro h
    by_contra hl
    have hl' : Complex.exp ((u : ℂ) / 2) - Complex.cosh l ≠ 0 := by
      intro h0
      apply hl
      exact_mod_cast (sub_eq_zero.mp h0).symm
    have hk := mul_ne_zero (Complex.exp_ne_zero (-(u : ℂ) / 4)) hl'
    have hz : (Complex.exp (-(u : ℂ) / 4) * (Complex.exp ((u : ℂ) / 2) - Complex.cosh l)) •
        singleOcc P Q = 0 := by
      rw [← sub_eq_zero] at h
      rw [← h]
      module
    have hD : singleOcc P Q = 0 := by
      rw [← inv_smul_smul₀ hk (singleOcc P Q), hz, smul_zero]
    -- without single occupancy the two occupations coincide
    have h1 : P * singleOcc P Q = P - P * Q := by
      simp only [singleOcc, mul_add, mul_sub, mul_smul_comm, ← mul_assoc, hP]
      module
    have h2 : singleOcc P Q * Q = Q - P * Q := by
      simp only [singleOcc, add_mul, sub_mul, smul_mul_assoc, mul_assoc, hQ]
      module
    rw [hD, mul_zero] at h1
    rw [hD, zero_mul] at h2
    exact hne ((sub_eq_zero.mp h1.symm).trans (sub_eq_zero.mp h2.symm).symm)
  · intro h
    have hC : Complex.cosh l = Complex.exp ((u : ℂ) / 2) := by exact_mod_cast h
    rw [hC]
    module
```

The prefactor \(e^{-u/4}\) belongs to the symmetric interaction, and it is wrong to carry it over to \(u\,PQ\). Since \(PQ=(P-\frac12)(Q-\frac12)+\frac12(P+Q)-\frac14\), the constant then cancels and a one-body term appears:

\[
e^{-uPQ}=\tfrac12\sum_{s=\pm1}e^{ls(P-Q)-u(P+Q)/2}.
\]

## (e) From one site to many

**Task.** Suppose \(e^{A_i}=c\sum_b e^{B_{i,b}}\) for each of \(L\) sites, where the \(A_i\) commute among themselves and so do all the \(B_{i,b}\). Decouple \(e^{\sum_iA_i}\).

**Solution.** For \(L=0\) both sides are 1, since there is one empty configuration. For \(L+1\) sites, numbered from 0, split off site 0 and use the result for the other \(L\):

\[
e^{A_0}e^{\sum_{i\ge1}A_i}
=c^{L+1}\sum_b\sum_t e^{B_{0,b}}\,e^{\sum_{i<L}B_{i+1,t_i}} .
\]

The exponents commute, so each product is a single exponential, and the pairs \((b,t)\) run over all configurations of \(L+1\) spins. Hence \(e^{\sum_iA_i}=c^L\sum_s e^{\sum_iB_{i,s_i}}\) for every \(L\). In the code, `Fin.consEquiv` identifies a pair \((b,t)\) with a full configuration.

```lean
/-- If the exponential of each of `L` commuting terms decouples over its own Ising spin, with
exponents `B i b` that all commute, then the exponential of the sum of the terms decouples over all
configurations of the `L` spins. -/
theorem exp_sum_decouple {L : ℕ} (c : ℂ) (A : Fin L → Matrix d d ℂ)
    (B : Fin L → Bool → Matrix d d ℂ) (hA : ∀ i j, Commute (A i) (A j))
    (hB : ∀ i j a b, Commute (B i a) (B j b)) (h : ∀ i, exp (A i) = c • ∑ b, exp (B i b)) :
    exp (∑ i, A i) = c ^ L • ∑ s : Fin L → Bool, exp (∑ i, B i (s i)) := by
  induction L with
  | zero => simp
  | succ L ih =>
    -- split the configuration into the first spin and the rest
    have hsum : ∑ s : Fin (L + 1) → Bool, exp (∑ i, B i (s i))
        = ∑ b, ∑ t : Fin L → Bool, exp (B 0 b) * exp (∑ i : Fin L, B i.succ (t i)) := by
      rw [← (Fin.consEquiv (fun _ : Fin (L + 1) => Bool)).sum_comp, Fintype.sum_prod_type]
      refine Finset.sum_congr rfl fun b _ => Finset.sum_congr rfl fun t _ => ?_
      rw [Fin.sum_univ_succ]
      exact Matrix.exp_add_of_commute _ _ (Commute.sum_right _ _ _ fun i _ => hB _ _ _ _)
    rw [hsum, Fin.sum_univ_succ,
      Matrix.exp_add_of_commute _ _ (Commute.sum_right _ _ _ fun i _ => hA _ _), h 0,
      ih (fun i => A i.succ) (fun i => B i.succ) (fun i j => hA _ _)
        (fun i j a b => hB _ _ _ _) (fun i => h _),
      smul_mul_smul_comm, Finset.sum_mul_sum, pow_succ']
```

## (f) The lattice transformation

**Task.** Decouple the interaction of \(L\) sites with a common \(u\), given commuting idempotent occupations \(n_{i\sigma}\) and \(\cosh l=e^{u/2}\).

**Solution.** Apply (e) with

\[
A_i=-u(n_{i\uparrow}-\tfrac12)(n_{i\downarrow}-\tfrac12),\quad
B_{i,s}=ls(n_{i\uparrow}-n_{i\downarrow}),\quad
c=\tfrac12e^{-u/4}.
\]

All of these are built from commuting occupations and therefore commute. The one-site relation follows from (b) and (c), with no need for \(n_{i\uparrow}\ne n_{i\downarrow}\). The result is

\[
e^{\sum_iA_i}=\bigl(\tfrac12e^{-u/4}\bigr)^L\sum_{s\in\{\pm1\}^L}e^{\,l\sum_is_i(n_{i\uparrow}-n_{i\downarrow})} .
\]

The Lean sum runs over all \(2^L\) functions `Fin L → Bool`. The three bullets at the end of the proof check that the \(A_i\) commute, that the \(B_{i,s}\) commute, and the one-site relation.

```lean
/-- Hirsch transformation on a lattice: for commuting idempotent occupations and `cosh l = e^(u/2)`,
the exponential of minus the Hubbard interaction of `L` sites is a constant times the sum, over all
Ising fields, of exponentials linear in the occupations. -/
theorem hirsch_lattice {L : ℕ} (u l : ℝ) (hl : Real.cosh l = Real.exp (u / 2))
    (n : Fin L → Bool → Matrix d d ℂ) (hn : ∀ i σ, n i σ * n i σ = n i σ)
    (hc : ∀ i σ j τ, Commute (n i σ) (n j τ)) :
    exp (-∑ i, hubbardSite u (n i true) (n i false))
      = (1 / 2 * Complex.exp (-(u : ℂ) / 4)) ^ L • ∑ s : Fin L → Bool,
        exp (∑ i, ((l : ℂ) * ising (s i)) • (n i true - n i false)) := by
  have k (i : Fin L) (σ : Bool) (j : Fin L) (τ : Bool) :
      Commute (n i σ - (1 / 2 : ℂ) • 1) (n j τ - (1 / 2 : ℂ) • 1) :=
    ((hc i σ j τ).sub_left ((Commute.one_left _).smul_left _)).sub_right
      ((Commute.one_right _).smul_right _)
  rw [← Finset.sum_neg_distrib]
  refine exp_sum_decouple _ _ (fun i b => ((l : ℂ) * ising b) • (n i true - n i false))
    (fun i j => ?_) (fun i j a b => ?_) (fun i => ?_)
  · exact ((((((k _ _ _ _).mul_right (k _ _ _ _)).mul_left
      ((k _ _ _ _).mul_right (k _ _ _ _))).smul_left _).smul_right _).neg_left).neg_right
  · exact ((((hc _ _ _ _).sub_right (hc _ _ _ _)).sub_left
      ((hc _ _ _ _).sub_right (hc _ _ _ _))).smul_left _).smul_right _
  · have hC : Complex.cosh l = Complex.exp ((u : ℂ) / 2) := by exact_mod_cast hl
    rw [exp_neg_hubbardSite u _ _ (hn _ _) (hn _ _) (hc _ _ _ _),
      sum_exp_field l _ _ (hn _ _) (hn _ _) (hc _ _ _ _), hC]
    module
```

An attractive interaction, \(u<0\), is handled by the same argument with \(Q\) replaced by \(1-Q\), which is again idempotent and reverses the sign of the interaction. The field then couples to the charge instead of the spin:

\[
e^{-u(P-\frac12)(Q-\frac12)}=\tfrac12e^{u/4}\sum_{s=\pm1}e^{ls(P+Q-1)},\qquad \cosh l=e^{-u/2}.
\]

## (g) An explicit coupling

**Task.** For \(u\ge0\), verify that \(l=\log\bigl(e^{u/2}+\sqrt{e^u-1}\bigr)\) satisfies \(\cosh l=e^{u/2}\).

**Solution.** Put \(x=e^{u/2}\) and \(r=\sqrt{e^u-1}\). Then \((x+r)(x-r)=x^2-r^2=1\), so \(e^{-l}=x-r\) and

\[
\cosh l=\tfrac12\bigl[(x+r)+(x-r)\bigr]=x .
\]

The sign of \(u\) enters through \(r^2=e^u-1\), which needs \(e^u\ge1\). The inverse is `hinv`.

```lean
/-- For a repulsive or vanishing interaction, the explicit coupling solves
`cosh l = e^(u/2)`. -/
theorem cosh_hirschCoupling (u : ℝ) (hu : 0 ≤ u) :
    Real.cosh (hirschCoupling u) = Real.exp (u / 2) := by
  have hx : Real.exp u = Real.exp (u / 2) ^ 2 := by
    rw [sq, ← Real.exp_add, add_halves]
  have hr : √(Real.exp u - 1) ^ 2 = Real.exp u - 1 :=
    Real.sq_sqrt (sub_nonneg.mpr (Real.one_le_exp hu))
  have hinv : (Real.exp (u / 2) + √(Real.exp u - 1))⁻¹
      = Real.exp (u / 2) - √(Real.exp u - 1) :=
    inv_eq_of_mul_eq_one_right (by linear_combination -hr - hx)
  rw [hirschCoupling, Real.cosh_log (by positivity), hinv]
  ring
```

## (h) Which interactions admit a real coupling

**Task.** Show that a real \(l\) with \(\cosh l=e^{u/2}\) exists exactly when \(u\ge0\).

**Solution.** If \(l\) exists, then \(e^{u/2}=\cosh l\ge1\), so \(u\ge0\). The converse is (g). This is why (d) and (f) carry no separate assumption on the sign of \(u\): the condition on \(l\) already contains it.

```lean
/-- A real coupling `l` with `cosh l = e^(u/2)` exists exactly when `u` is nonnegative. -/
theorem exists_coupling_iff (u : ℝ) :
    (∃ l : ℝ, Real.cosh l = Real.exp (u / 2)) ↔ 0 ≤ u := by
  constructor
  · rintro ⟨l, hl⟩
    have h1 : 1 ≤ Real.exp (u / 2) := hl ▸ Real.one_le_cosh l
    have h2 := Real.one_le_exp_iff.mp h1
    linarith
  · exact fun hu => ⟨hirschCoupling u, cosh_hirschCoupling u hu⟩
```

## (i) Occupations of a lattice

**Task.** Check that the diagonal occupation matrices of \(L\) sites satisfy the assumptions of (d) and (f).

**Solution.** Their diagonal entries are 0 or 1, so each matrix equals its square, and diagonal matrices commute. To tell the two spins of a site apart, take the configuration with every up state filled and every down state empty: there the up occupation has entry 1 and the down occupation has entry 0.

These are the number operators in the occupation basis. Creation and annihilation operators, with their fermionic signs, are not constructed.

```lean
/-- The occupation matrices of `L` sites are idempotent, commute with each other, and differ
between the two spins of a site. -/
theorem occupation_witness (L : ℕ) :
    (∀ (i : Fin L) σ, occupation i σ * occupation i σ = occupation i σ) ∧
    (∀ (i : Fin L) σ (j : Fin L) τ, Commute (occupation i σ) (occupation j τ)) ∧
    (∀ i : Fin L, occupation i true ≠ occupation i false) := by
  refine ⟨fun i σ => ?_, fun i σ j τ => ?_, fun i h => ?_⟩
  · rw [occupation, Matrix.diagonal_mul_diagonal]
    congr 1
    funext c
    by_cases h : c (i, σ) = true <;> simp [h]
  · change occupation i σ * occupation j τ = occupation j τ * occupation i σ
    rw [occupation, occupation, Matrix.diagonal_mul_diagonal, Matrix.diagonal_mul_diagonal]
    congr 1
    funext c
    exact mul_comm _ _
  · -- compare on the configuration with all up states filled and all down states empty
    have h' := congrFun (congrFun h (fun k => k.2)) (fun k => k.2)
    simp [occupation] at h'

end

end HirschTransformation
```

```lean
#print axioms HirschTransformation.hirsch_identity_iff
#print axioms HirschTransformation.hirsch_lattice
#print axioms HirschTransformation.exists_coupling_iff
```

```
'HirschTransformation.hirsch_identity_iff' depends on axioms: [propext, Classical.choice, Quot.sound]
'HirschTransformation.hirsch_lattice' depends on axioms: [propext, Classical.choice, Quot.sound]
'HirschTransformation.exists_coupling_iff' depends on axioms: [propext, Classical.choice, Quot.sound]
```
